# The Moreau–Yosida envelope of a convex functional on an inner-product space is Fréchet differentiable at every point that has a proximal density

A variational principle for densities turns into an equation for the potential by setting a derivative to zero: the minimiser x of F(x) + ⟨v, x⟩, taken without constraints, should satisfy v = −δF/δx. A convex functional F need not have that derivative. The function F(x) = |x| on the real line is minimal at x = 0 after adding v·x for every v between −1 and 1, so no single slope belongs to that point. Replacing F by the minimum value of F(x) + ‖x − y‖²/(2e) over x gives a new function of y, but the chain rule does not show it to be differentiable, since neither F nor the minimiser p(y) is known to have a derivative. For convex F, e > 0 and a norm that comes from an inner product, with the existence of a minimiser p at y assumed, two inequalities replace the chain rule and give the gradient (y − p)/e.

## Densities, penalty and envelope

Densities are vectors of a real inner-product space `E` of any dimension, with inner product ⟨·,·⟩ written `⟪·, ·⟫_ℝ`; occupations on a lattice with the Euclidean product and square-integrable functions are both instances. The set `S` holds the admissible densities x. The functional `F` is real-valued on `E`, but only its values on `S` enter, so a functional equal to +∞ on inadmissible densities is represented by leaving those out of `S`. The hypothesis `ConvexOn ℝ S F` says that S is convex and F is convex on it. This is the property of a functional defined from a ground-state energy by a Legendre transform, as a supremum of functions affine in x.

```lean
import Mathlib

open Set Filter Topology
open scoped InnerProductSpace

namespace MoreauYosidaGradient

noncomputable section

variable {E : Type*} [NormedAddCommGroup E] [InnerProductSpace ℝ E]
variable {F : E → ℝ} {S : Set E} {e : ℝ} {y p : E}
```

The penalised functional ties x to a reference vector y, which may lie outside S:

    Φ(y, x) = F(x) + ‖x − y‖²/(2e).

The constant e > 0 is a regularisation parameter, and 1/e is the stiffness of a harmonic spring between x and y.

```lean
/-- The functional `F x` plus the quadratic penalty `‖x - y‖² / (2e)` tying `x` to `y`. -/
def penalized (F : E → ℝ) (e : ℝ) (y x : E) : ℝ := F x + ‖x - y‖ ^ 2 / (2 * e)
```

A proximal density of y is a p in S with Φ(y, p) ≤ Φ(y, x) for all x in S.

```lean
/-- `p` is a proximal density of `y`: it lies in `S` and minimises the penalized
functional over `S`. -/
def IsProx (F : E → ℝ) (S : Set E) (e : ℝ) (y p : E) : Prop :=
  p ∈ S ∧ ∀ x ∈ S, penalized F e y p ≤ penalized F e y x
```

The envelope is the infimum

    F_e(y) = inf over x in S of Φ(y, x).

Lean's `sInf` returns 0 for a set of reals that is empty or unbounded below; for convex F and e > 0, a proximal density p of a single point excludes both cases at every point, since p lies in S and the lower bound derived below holds everywhere.

```lean
/-- The Moreau-Yosida regularised functional: the infimum over `S` of the penalized
functional. -/
def envelope (F : E → ℝ) (S : Set E) (e : ℝ) (y : E) : ℝ := sInf (penalized F e y '' S)
```

The candidate gradient is g = (y − p)/e. It is the derivative of Φ(y, x) with respect to y at fixed x = p.

```lean
/-- The vector `(y - p) / e`. -/
def proxGrad (e : ℝ) (y p : E) : E := e⁻¹ • (y - p)
```

Soft thresholding, s(y) = y − e for y ≥ e, s(y) = y + e for y ≤ −e and s(y) = 0 in between, will be the proximal map of |x|.

```lean
/-- Soft thresholding of a real number `y` at level `e`. -/
def softThreshold (e y : ℝ) : ℝ := if e ≤ y then y - e else if y ≤ -e then y + e else 0
```

## The vector g is a subgradient of F at p

Let p be proximal for y, take x in S, and write u = y − p and d = x − p. For 0 < t ≤ 1 the trial density x_t = (1 − t)p + t x lies in S, and x_t − y = −(u − t d), so

    ‖x_t − y‖² = ‖u‖² − 2t⟨u, d⟩ + t²‖d‖².

Minimality of p followed by convexity of F gives

    F(p) + ‖u‖²/(2e) ≤ (1 − t)F(p) + t F(x) + ‖u‖²/(2e) − t⟨g, d⟩ + t²‖d‖²/(2e).

Cancelling common terms and dividing by t leaves, with B = ‖d‖²/(2e),

    0 ≤ F(x) − F(p) − ⟨g, d⟩ + t B.

As t → 0 this becomes

    F(p) + ⟨g, x − p⟩ ≤ F(x).

In the code `key` is the inequality before the limit, built from convexity (`h1`), minimality (`h2`) and the expanded norm (`h3`). The limit is taken by fixing δ > 0 and choosing t as `min 1 (δ / (B + 1))`, which makes t B ≤ δ.

```lean
/-- For `F` convex on `S` and `0 < e`, the vector `(y - p) / e` is a subgradient of `F` on `S` at a
proximal density `p` of `y`. -/
theorem subgradient_of_isProx (hF : ConvexOn ℝ S F) (he : 0 < e) (hp : IsProx F S e y p)
    {x : E} (hx : x ∈ S) : F p + ⟪proxGrad e y p, x - p⟫_ℝ ≤ F x := by
  -- compare `p` with the trial density `(1 - t) p + t x`
  have key : ∀ t : ℝ, 0 < t → t ≤ 1 →
      0 ≤ (F x - F p - e⁻¹ * ⟪y - p, x - p⟫_ℝ) + t * (‖x - p‖ ^ 2 / (2 * e)) := by
    intro t ht ht1
    have h0 : (0 : ℝ) ≤ 1 - t := by linarith
    have hs : 1 - t + t = 1 := by ring
    have hmem : (1 - t) • p + t • x ∈ S := hF.1 hp.1 hx h0 ht.le hs
    have h1 := hF.2 hp.1 hx h0 ht.le hs
    have h2 := hp.2 _ hmem
    have h3 : ‖(1 - t) • p + t • x - y‖ ^ 2
        = ‖p - y‖ ^ 2 - 2 * t * ⟪y - p, x - p⟫_ℝ + t ^ 2 * ‖x - p‖ ^ 2 := by
      have hv : (1 - t) • p + t • x - y = -((y - p) - t • (x - p)) := by module
      rw [hv, norm_neg, norm_sub_sq_real (y - p), real_inner_smul_right, norm_smul,
        norm_sub_rev y p, Real.norm_eq_abs t, mul_pow, sq_abs]
      ring
    have h4 : (‖p - y‖ ^ 2 - 2 * t * ⟪y - p, x - p⟫_ℝ + t ^ 2 * ‖x - p‖ ^ 2) / (2 * e)
        = ‖p - y‖ ^ 2 / (2 * e) - t * (e⁻¹ * ⟪y - p, x - p⟫_ℝ)
          + t * (t * (‖x - p‖ ^ 2 / (2 * e))) := by ring
    simp only [penalized, smul_eq_mul] at h1 h2
    rw [h3, h4] at h2
    refine le_of_mul_le_mul_left ?_ ht
    nlinarith [h1, h2]
  -- let `t` tend to zero
  rw [proxGrad, real_inner_smul_left]
  refine le_of_forall_pos_le_add fun δ hδ => ?_
  have hB : 0 ≤ ‖x - p‖ ^ 2 / (2 * e) := by positivity
  generalize ‖x - p‖ ^ 2 / (2 * e) = B at key hB
  have ht : 0 < min 1 (δ / (B + 1)) := lt_min one_pos (by positivity)
  have hk := key _ ht (min_le_left _ _)
  have hle : min 1 (δ / (B + 1)) * (B + 1) ≤ δ :=
    (le_div_iff₀ (by positivity)).1 (min_le_right _ _)
  nlinarith [hk, hle, ht]
```

Rearranged, the result reads F(p) + ⟨v, p⟩ ≤ F(x) + ⟨v, x⟩ with v = −g. So p minimises F + ⟨v, ·⟩ over S for the potential v = (p − y)/e, which fixes the sign convention: the gradient is minus the potential.

## A lower bound at every displaced point

Let z be any vector of E, suppose the subgradient inequality holds at x, and put a = z − y and w = z − x. Then x − p = a − w + u, so

    ⟨g, x − p⟩ = (⟨u, a⟩ − ⟨u, w⟩ + ‖u‖²)/e.

Adding ‖w‖²/(2e) to both sides of the subgradient inequality gives

    Φ(z, x) ≥ F(p) + ⟨g, a⟩ + (2‖u‖² − 2⟨u, w⟩ + ‖w‖²)/(2e)
            = Φ(y, p) + ⟨g, z − y⟩ + ‖u − w‖²/(2e).

Dropping the last square yields Φ(z, x) ≥ Φ(y, p) + ⟨g, z − y⟩. Convexity is not used in this step. In the proof `h1` is the expansion of ⟨u, x − p⟩, `h2` is the square, and `h3` is the square divided by e.

```lean
/-- For `0 < e`, if `F p + ⟨(y - p)/e, x - p⟩ ≤ F x`, then the penalized functional at `(z, x)` is
at least its value at `(y, p)` plus `⟨(y - p)/e, z - y⟩`. -/
theorem penalized_lower_bound (he : 0 < e) {x : E} (z : E)
    (hx : F p + ⟪proxGrad e y p, x - p⟫_ℝ ≤ F x) :
    penalized F e y p + ⟪proxGrad e y p, z - y⟫_ℝ ≤ penalized F e z x := by
  have h : ∀ u a w : E, ⟪u, a - w + u⟫_ℝ = ⟪u, a⟫_ℝ - ⟪u, w⟫_ℝ + ‖u‖ ^ 2 := by
    intro u a w
    rw [inner_add_right, inner_sub_right, real_inner_self_eq_norm_sq]
  have h1 := h (y - p) (z - y) (z - x)
  rw [show z - y - (z - x) + (y - p) = x - p by abel] at h1
  -- complete the square
  have h2 : 0 ≤ ‖(y - p) - (z - x)‖ ^ 2 := sq_nonneg _
  rw [norm_sub_sq_real (y - p) (z - x)] at h2
  have h3 := mul_nonneg (inv_pos.2 he).le h2
  have hdiv : ∀ a : ℝ, a / (2 * e) = e⁻¹ * a / 2 := fun a => by ring
  rw [proxGrad, real_inner_smul_left, h1] at hx
  rw [proxGrad, real_inner_smul_left]
  simp only [penalized, hdiv]
  rw [norm_sub_rev p y, norm_sub_rev x z]
  nlinarith [hx, h3]
```

At z = y the bound reads Φ(y, x) ≥ Φ(y, p), which is minimality. Hence p is proximal for y exactly when p lies in S and (y − p)/e is a subgradient of F on S at p.

```lean
/-- For `F` convex on `S` and `0 < e`, a density `p` is proximal for `y` exactly when it lies in `S`
and `(y - p) / e` is a subgradient of `F` on `S` at `p`. -/
theorem isProx_iff_subgradient (hF : ConvexOn ℝ S F) (he : 0 < e) :
    IsProx F S e y p ↔ p ∈ S ∧ ∀ x ∈ S, F p + ⟪proxGrad e y p, x - p⟫_ℝ ≤ F x := by
  refine ⟨fun hp => ⟨hp.1, fun x hx => subgradient_of_isProx hF he hp hx⟩,
    fun h => ⟨h.1, fun x hx => ?_⟩⟩
  have h1 := penalized_lower_bound he y (h.2 x hx)
  rwa [sub_self, inner_zero_right, add_zero] at h1
```

The same inequality controls how p moves with y, by a short argument that none of the theorems here states. Let p′ be proximal for y′, with g′ = (y′ − p′)/e. Writing the subgradient inequality at p with x = p′ and at p′ with x = p and adding would give ⟨g − g′, p − p′⟩ ≥ 0, that is

    ‖p − p′‖² ≤ ⟨y − y′, p − p′⟩ ≤ ‖y − y′‖ ‖p − p′‖,

so that ‖p − p′‖ ≤ ‖y − y′‖, and y = y′ would force p = p′.

## The envelope between a plane and a paraboloid

An attained infimum equals the minimum, so F_e(y) = Φ(y, p). This needs neither convexity nor e > 0.

```lean
omit [InnerProductSpace ℝ E] in
/-- The regularised functional at `y` equals the penalized functional at a proximal
density of `y`. -/
theorem envelope_eq (hp : IsProx F S e y p) : envelope F S e y = penalized F e y p :=
  IsLeast.csInf_eq ⟨⟨p, hp.1, rfl⟩, by rintro _ ⟨x, hx, rfl⟩; exact hp.2 x hx⟩
```

Set h = z − y. The lower bound holds for every x in S, and S contains p, so it passes to the infimum: F_e(z) ≥ F_e(y) + ⟨g, h⟩. For the other side, p serves as a trial density at z. Since p − z = −(u + h),

    F_e(z) ≤ Φ(z, p) = F(p) + ‖u + h‖²/(2e) = F_e(y) + ⟨g, h⟩ + ‖h‖²/(2e).

No minimiser at z is required. In the proof `hlow` does double duty: it gives the first inequality through `le_csInf`, and it supplies the boundedness that `csInf_le` needs in `hup`.

```lean
/-- For `F` convex on `S`, `0 < e` and a proximal density `p` of `y`, the regularised functional at
any `z` exceeds its linearisation about `y` with slope `(y - p) / e` by an amount between `0` and
`‖z - y‖² / (2e)`. -/
theorem envelope_bounds (hF : ConvexOn ℝ S F) (he : 0 < e) (hp : IsProx F S e y p) (z : E) :
    envelope F S e y + ⟪proxGrad e y p, z - y⟫_ℝ ≤ envelope F S e z ∧
    envelope F S e z
      ≤ envelope F S e y + ⟪proxGrad e y p, z - y⟫_ℝ + ‖z - y‖ ^ 2 / (2 * e) := by
  rw [envelope_eq hp]
  have hlow : ∀ r ∈ penalized F e z '' S,
      penalized F e y p + ⟪proxGrad e y p, z - y⟫_ℝ ≤ r := by
    rintro _ ⟨x, hx, rfl⟩
    exact penalized_lower_bound he z (subgradient_of_isProx hF he hp hx)
  refine ⟨le_csInf ⟨_, p, hp.1, rfl⟩ hlow, ?_⟩
  -- use `p` as a trial density at `z`
  have hup : envelope F S e z ≤ penalized F e z p := csInf_le ⟨_, hlow⟩ ⟨p, hp.1, rfl⟩
  refine hup.trans (le_of_eq ?_)
  have hv : p - z = -((y - p) + (z - y)) := by abel
  simp only [penalized]
  rw [hv, norm_neg, norm_add_sq_real (y - p) (z - y), proxGrad, real_inner_smul_left,
    norm_sub_rev p y]
  ring
```

## The derivative

The remainder R(h) = F_e(y + h) − F_e(y) − ⟨g, h⟩ satisfies

    0 ≤ R(h) ≤ ‖h‖²/(2e).

Given c > 0, every h with ‖h‖ < 2ec has ‖h‖²/(2e) ≤ c‖h‖, so |R(h)| ≤ c‖h‖. This is Fréchet differentiability, uniform over the directions of h. The proof unfolds `HasFDerivAt` into this little-o statement, restricts to the ball of radius `2 * e * c`, and establishes the estimate as `h3`. The term `innerSL ℝ (proxGrad e y p)` is the continuous linear map h ↦ ⟨g, h⟩. In words: if F is convex on S, e > 0 and p is proximal for the one point y, then F_e is differentiable at y with derivative h ↦ ⟨(y − p)/e, h⟩.

```lean
/-- If `F` is convex on `S`, `0 < e` and `p` is a proximal density of `y`, the regularised
functional is Fréchet differentiable at `y` with derivative `h ↦ ⟨(y - p)/e, h⟩`. -/
theorem hasFDerivAt_envelope (hF : ConvexOn ℝ S F) (he : 0 < e) (hp : IsProx F S e y p) :
    HasFDerivAt (envelope F S e) (innerSL ℝ (proxGrad e y p)) y := by
  rw [hasFDerivAt_iff_isLittleO_nhds_zero, Asymptotics.isLittleO_iff]
  intro c hc
  have hr : 0 < 2 * e * c := by positivity
  filter_upwards [Metric.ball_mem_nhds (0 : E) hr] with h hh
  rw [mem_ball_zero_iff] at hh
  obtain ⟨h1, h2⟩ := envelope_bounds hF he hp (y + h)
  rw [add_sub_cancel_left] at h1 h2
  change |envelope F S e (y + h) - envelope F S e y - ⟪proxGrad e y p, h⟫_ℝ| ≤ c * ‖h‖
  -- the quadratic remainder is below `c ‖h‖` once `‖h‖ < 2 e c`
  have h3 : ‖h‖ ^ 2 / (2 * e) ≤ c * ‖h‖ := by
    rw [div_le_iff₀ (by positivity)]
    nlinarith [mul_le_mul_of_nonneg_left hh.le (norm_nonneg h)]
  rw [abs_of_nonneg (by linarith)]
  linarith
```

Now let q be any function, with no continuity assumed, such that q(z) is proximal for every z. The minimum value F(q(z)) + ‖q(z) − z‖²/(2e) coincides with F_e(z) as a function of z, so it has derivative h ↦ ⟨(y − q(y))/e, h⟩ at each y. The choice S = E minimises over the whole space.

```lean
/-- For `F` convex on `S` and `0 < e`, if `q y` minimises `F x + ‖x - y‖² / (2e)` over `S` for every
`y`, the minimum value is Fréchet differentiable in `y` with derivative `h ↦ ⟨(y - q y)/e, h⟩`. -/
theorem hasFDerivAt_minimum_value (hF : ConvexOn ℝ S F) (he : 0 < e) {q : E → E}
    (hq : ∀ z, IsProx F S e z (q z)) (y : E) :
    HasFDerivAt (fun z => F (q z) + ‖q z - z‖ ^ 2 / (2 * e))
      (innerSL ℝ (e⁻¹ • (y - q y))) y := by
  have h : (fun z => F (q z) + ‖q z - z‖ ^ 2 / (2 * e)) = envelope F S e :=
    funext fun z => (envelope_eq (hq z)).symm
  rw [h]
  exact hasFDerivAt_envelope hF he (hq y)
```

`HasGradientAt` converts between vectors and continuous linear functionals by the Riesz isomorphism `InnerProductSpace.toDual`, which is available for complete spaces. With `CompleteSpace E` the same statement reads ∇F_e(y) = (y − q(y))/e; the proof identifies the image of this vector under the isomorphism with the map above.

```lean
/-- In a Hilbert space, for `F` convex on `S`, `0 < e` and `q z` proximal for every `z`, the minimum
value has gradient `(y - q y) / e` at every `y`. -/
theorem hasGradientAt_minimum_value [CompleteSpace E] (hF : ConvexOn ℝ S F) (he : 0 < e)
    {q : E → E} (hq : ∀ z, IsProx F S e z (q z)) (y : E) :
    HasGradientAt (fun z => F (q z) + ‖q z - z‖ ^ 2 / (2 * e)) (e⁻¹ • (y - q y)) y := by
  have h : InnerProductSpace.toDual ℝ E (e⁻¹ • (y - q y)) = innerSL ℝ (e⁻¹ • (y - q y)) := by
    ext v
    rfl
  rw [hasGradientAt_iff_hasFDerivAt, h]
  exact hasFDerivAt_minimum_value hF he hq y
```

The structure is that of the Hellmann–Feynman theorem: the derivative of a variational minimum with respect to a parameter is the explicit derivative at the frozen minimiser. The parameter here is y and the object minimised is Φ; no Hamiltonian or eigenstate appears. For density-functional theory the result assigns the potential (p − y)/e as minus the derivative of the regularised functional, for a convex F, a penalty built from an inner-product norm, and a minimiser whose existence is assumed. The theorems do not cover the existence of p, penalties in norms without an inner product, non-convex functionals, continuity of the gradient in y, or the limit e → 0.

## The absolute value and soft thresholding

For F(x) = |x| on ℝ and s = s(y), minimality multiplied by 2e is

    2e|s| + (s − y)² ≤ 2e|x| + (x − y)².

For y ≥ e the left side is 2ey − e², and |x| ≥ x makes the difference of the two sides at least (x − y + e)². For y ≤ −e the mirror argument with |x| ≥ −x gives (x − y − e)². For −e < y < e the left side is y², and the difference is x² + 2x(e − y) for x ≥ 0 and x² + 2(−x)(e + y) for x ≤ 0, non-negative in both cases. These are the branches of `key`, and `hdiv` restores the division by 2e. The functional with the kink therefore meets every hypothesis above, at every y. It is a mathematical model only: x takes both signs here and is not a physical density.

```lean
/-- The function `|x|` on the real line is convex, and for `0 < e` soft thresholding gives a
proximal point of every `y`. -/
theorem isProx_witness {e : ℝ} (he : 0 < e) :
    ConvexOn ℝ univ (fun x : ℝ => |x|) ∧
    ∀ y, IsProx (fun x : ℝ => |x|) univ e y (softThreshold e y) := by
  refine ⟨(convexOn_univ_norm : ConvexOn ℝ univ (norm : ℝ → ℝ)),
    fun y => ⟨mem_univ _, fun x _ => ?_⟩⟩
  have key : 2 * e * |softThreshold e y| + (softThreshold e y - y) ^ 2
      ≤ 2 * e * |x| + (x - y) ^ 2 := by
    unfold softThreshold
    split_ifs with h1 h2
    · rw [abs_of_nonneg (by linarith : 0 ≤ y - e)]
      nlinarith [mul_le_mul_of_nonneg_left (le_abs_self x) he.le, sq_nonneg (x - y + e)]
    · rw [abs_of_nonpos (by linarith : y + e ≤ 0)]
      nlinarith [mul_le_mul_of_nonneg_left (neg_le_abs x) he.le, sq_nonneg (x - y - e)]
    · have h3 : 0 ≤ e - y := by linarith [not_le.1 h1]
      have h4 : 0 ≤ e + y := by linarith [not_le.1 h2]
      rw [abs_zero]
      rcases le_total 0 x with hx | hx
      · rw [abs_of_nonneg hx]
        nlinarith [mul_nonneg hx h3, sq_nonneg x]
      · rw [abs_of_nonpos hx]
        nlinarith [mul_nonneg (neg_nonneg.2 hx) h4, sq_nonneg x]
  have hdiv : ∀ a b : ℝ, a + b / (2 * e) = (2 * e * a + b) / (2 * e) := fun a b => by
    rw [add_div, mul_div_cancel_left₀ a (by positivity : (2 * e) ≠ 0)]
  simp only [penalized, Real.norm_eq_abs, sq_abs]
  rw [hdiv |softThreshold e y|, hdiv |x|]
  exact div_le_div_of_nonneg_right key (by positivity)

end

end MoreauYosidaGradient
```

```lean
#print axioms MoreauYosidaGradient.isProx_iff_subgradient
#print axioms MoreauYosidaGradient.hasFDerivAt_envelope
#print axioms MoreauYosidaGradient.hasGradientAt_minimum_value
```

```
'MoreauYosidaGradient.isProx_iff_subgradient' depends on axioms: [propext, Classical.choice, Quot.sound]
'MoreauYosidaGradient.hasFDerivAt_envelope' depends on axioms: [propext, Classical.choice, Quot.sound]
'MoreauYosidaGradient.hasGradientAt_minimum_value' depends on axioms: [propext, Classical.choice, Quot.sound]
```

## Numbers at e = 1/2

Here 2e = 1, so Φ(y, x) = |x| + (x − y)² and the bound on the remainder is h².

At y = 0.2 the proximal point is p = 0, so F_e = 0.04 and g = 0.2/0.5 = 0.4. The subgradient inequality reads 0.4x ≤ |x|. A step h = 0.1 leads to z = 0.3, where again s = 0 and F_e = 0.09. The linear estimate is 0.04 + 0.04 = 0.08, and R = 0.01 = h² reaches the upper bound.

At y = 2 one finds p = 1.5, F_e = 1.5 + 0.25 = 1.75 and g = 1. At z = 2.1, s = 1.6 and F_e = 1.85, so R = 0 reaches the lower bound.

At the threshold y = 0.5, p = 0, F_e = 0.25 and g = 1. Stepping up to 0.6 gives s = 0.1 and F_e = 0.35, so R = 0; stepping down to 0.4 gives F_e = 0.16 against the linear estimate 0.15, so R = 0.01. At y = 0, where |x| has its kink, p = 0 and g = 0.
